# Among frozen-orbital Hartree-Fock ions, the lowest comes from removing a top eigenvector of the occupied Fock block

After a Hartree-Fock calculation, a code can estimate the first ionisation energy as minus the highest occupied orbital energy. If the occupied orbitals have been localised or otherwise rotated, it can recover that energy by diagonalising the Fock matrix between them. The top eigenvector gives the combination whose removal leaves the lowest ion energy, provided the remaining orbitals stay frozen.

Let the columns of a real matrix $C$ be the orthonormal occupied orbitals in a finite spin-orbital basis. Let $D=CC^T$ be their density matrix, $E(D)$ its energy, $F(D)$ its Fock matrix and $L=C^TF(D)C$. Removing the combination $Cu$, with $u^Tu=1$, leaves $D_u=D-(Cu)(Cu)^T$. If $\mu$ is the largest eigenvalue of $L$, then

$$E(D_u)=E(D)-u^TLu\;\ge\;E(D)-\mu,$$

with equality exactly when $Lu=\mu u$.

## Diagonalising the occupied block in a code

With `h` the one-electron matrix and `J`, `K` the Coulomb and exchange builders, all in the spin-orbital basis, the step is short:

```
D = C @ C.T
F = h + J(D) - K(D)
eps, U = eigh(C.T @ F @ C)   # ascending order
v = C @ U[:, -1]
D_ion = D - outer(v, v)
```

The frozen-orbital ionisation energy is `-eps[-1]`. The energy at `D_ion`, evaluated without a new SCF cycle, minus the energy at `D` must reproduce it up to numerical error, which checks the Fock build and the energy routine against each other. The identity assumes that `J` and `K` use the same integrals; otherwise the self-interaction need not cancel. In an unrestricted calculation with electrons of both spins, $L$ splits into two spin blocks, and $\mu$ is the larger of their top eigenvalues.

## From the quadratic energy to the largest eigenvalue

Write $h$ for the one-electron matrix, $(pq|rs)$ for the two-electron integrals and $\langle A,B\rangle=\sum_{pq}A_{pq}B_{pq}$. The mean field, Fock matrix and energy are

$$G(D)_{pq}=\sum_{rs}D_{rs}\,[(pq|rs)-(ps|rq)],$$

$$F(D)=h+G(D),\qquad E(D)=\langle D,h\rangle+\tfrac12\langle D,G(D)\rangle.$$

Put $v=Cu$ and $P=vv^T$. Since $G$ is linear,

$$E(D-P)=E(D)-\langle P,h\rangle-\tfrac12\langle P,G(D)\rangle-\tfrac12\langle D,G(P)\rangle+\tfrac12\langle P,G(P)\rangle.$$

The two cross terms are equal: exchanging the index pairs $(p,q)$ and $(r,s)$ leaves $(pq|rs)-(ps|rq)$ unchanged, because $(pq|rs)=(rs|pq)$. The last term is

$$\tfrac12\sum_{pqrs}v_pv_qv_rv_s\,[(pq|rs)-(ps|rq)]=0,$$

since interchanging $q$ and $s$ reverses the sign of the bracket. What remains is

$$E(D-P)=E(D)-\langle P,F(D)\rangle=E(D)-v^TF(D)v=E(D)-u^TLu.$$

Next, $L$ is symmetric. Renaming $r\leftrightarrow s$ and using $D_{sr}=D_{rs}$,

$$G(D)_{qp}=\sum_{rs}D_{rs}\,[(qp|sr)-(qr|sp)]=G(D)_{pq},$$

because $(qp|sr)=(pq|rs)$ and $(qr|sp)=(ps|rq)$. With $h$ symmetric, so are $F(D)$ and $L$.

Now let $M=\mu 1-L$. It has an orthonormal eigenbasis $w_j$ with eigenvalues $\lambda_j$. Each $\mu-\lambda_j$ is an eigenvalue of $L$, hence at most $\mu$, so $\lambda_j\ge0$. Expanding $u=\sum_jc_jw_j$ gives

$$\mu-u^TLu=u^TMu=\sum_j\lambda_jc_j^2\ge0.$$

If the sum vanishes, every $\lambda_jc_j$ is zero, so $Mu=0$ and $Lu=\mu u$. Conversely, $Lu=\mu u$ gives $u^TLu=\mu$.

With at least one occupied orbital, $L$ has an eigenvalue, and it has only finitely many, so $\mu$ exists. Dividing an eigenvector $w$ of $L$ belonging to $\mu$ by $\sqrt{w^Tw}$ gives a unit vector that attains the minimum.

## Two same-spin electrons in two orbitals

Take an orthonormal basis of two same-spin orbitals, both occupied, so $C=1$. In hartree, let

$$h=\begin{pmatrix}-2&-1\\-1&-2\end{pmatrix},\qquad (11|22)=0.7,\qquad (12|12)=0.2.$$

The other independent integrals cancel, leaving $G(D)=0.5\cdot1$. Hence $E(D)=-4+0.5=-3.5$ and

$$L=\begin{pmatrix}-1.5&-1\\-1&-1.5\end{pmatrix},$$

with eigenvalues $-0.5$ and $-2.5$. Removing $u=(1,-1)/\sqrt2$ gives an ion energy of $-3.5+0.5=-3$. Directly, the remaining electron in $(1,1)/\sqrt2$ has one-electron energy $-3$. Removing the first basis orbital instead gives $-3.5+1.5=-2$. The diagonal of $L$ would therefore suggest an ionisation energy of 1.5, where the frozen-orbital minimum is 0.5.

## The Lean file

```lean
import Mathlib

open Matrix

namespace KoopmansOptimality

noncomputable section

variable {n k : Type*} [Fintype n] [Fintype k]

/-- The eightfold permutation symmetry of real two-electron integrals `g p q r s = (pq|rs)`. -/
structure EightfoldSymm (g : n → n → n → n → ℝ) : Prop where
  bra : ∀ p q r s, g p q r s = g q p r s
  ket : ∀ p q r s, g p q r s = g p q s r
  swap : ∀ p q r s, g p q r s = g r s p q

/-- The mean field of a density matrix in a spin-orbital basis: Coulomb minus exchange. -/
def meanField (g : n → n → n → n → ℝ) (D : Matrix n n ℝ) : Matrix n n ℝ :=
  fun p q => ∑ r, ∑ s, D r s * (g p q r s - g p s r q)

/-- The Fock matrix: one-electron part plus mean field. -/
def fock (h : Matrix n n ℝ) (g : n → n → n → n → ℝ) (D : Matrix n n ℝ) : Matrix n n ℝ :=
  h + meanField g D

/-- The Hartree-Fock energy of a density matrix. -/
def energy (h : Matrix n n ℝ) (g : n → n → n → n → ℝ) (D : Matrix n n ℝ) : ℝ :=
  ∑ p, ∑ q, D p q * (h p q + 1 / 2 * meanField g D p q)

/-- The Fock matrix of the density `C Cᵀ`, taken between the occupied orbitals. -/
def occFock (h : Matrix n n ℝ) (g : n → n → n → n → ℝ) (C : Matrix n k ℝ) : Matrix k k ℝ :=
  Cᵀ * fock h g (C * Cᵀ) * C

/-- The density left when the occupied combination `C u` is removed, the rest being frozen. -/
def ionDensity (C : Matrix n k ℝ) (u : k → ℝ) : Matrix n n ℝ :=
  C * Cᵀ - vecMulVec (C *ᵥ u) (C *ᵥ u)

/-- The set of real eigenvalues of a matrix. -/
def eigenvalueSet (L : Matrix k k ℝ) : Set ℝ :=
  {μ | ∃ w : k → ℝ, w ≠ 0 ∧ L *ᵥ w = μ • w}

/-- The interaction of one density with the mean field of another is symmetric in the two. -/
theorem interaction_symm {g : n → n → n → n → ℝ} (hg : EightfoldSymm g)
    (A B : Matrix n n ℝ) :
    ∑ p, ∑ q, A p q * meanField g B p q = ∑ p, ∑ q, B p q * meanField g A p q := by
  have swap4 (f : n → n → n → n → ℝ) :
      ∑ p, ∑ q, ∑ r, ∑ s, f p q r s = ∑ r, ∑ s, ∑ p, ∑ q, f p q r s := by
    calc _ = ∑ p, ∑ r, ∑ q, ∑ s, f p q r s :=
          Finset.sum_congr rfl fun p _ => Finset.sum_comm
      _ = ∑ r, ∑ p, ∑ q, ∑ s, f p q r s := Finset.sum_comm
      _ = ∑ r, ∑ p, ∑ s, ∑ q, f p q r s :=
          Finset.sum_congr rfl fun r _ => Finset.sum_congr rfl fun p _ => Finset.sum_comm
      _ = _ := Finset.sum_congr rfl fun r _ => Finset.sum_comm
  simp only [meanField, Finset.mul_sum]
  refine (swap4 fun p q r s => A p q * (B r s * (g p q r s - g p s r q))).trans ?_
  refine Finset.sum_congr rfl fun r _ => Finset.sum_congr rfl fun s _ =>
    Finset.sum_congr rfl fun p _ => Finset.sum_congr rfl fun q _ => ?_
  linear_combination A p q * B r s * (hg.swap p q r s - hg.swap p s r q)

/-- A single orbital does not interact with itself: Coulomb and exchange cancel. -/
theorem self_interaction_zero (g : n → n → n → n → ℝ) (v : n → ℝ) :
    ∑ p, ∑ q, vecMulVec v v p q * meanField g (vecMulVec v v) p q = 0 := by
  have anti (f : n → n → n → ℝ) (hf : ∀ q r s, f s r q = -f q r s) :
      ∑ q, ∑ r, ∑ s, f q r s = 0 := by
    have h1 : ∑ q, ∑ r, ∑ s, f q r s = ∑ s, ∑ r, ∑ q, f q r s := by
      calc _ = ∑ r, ∑ q, ∑ s, f q r s := Finset.sum_comm
        _ = ∑ r, ∑ s, ∑ q, f q r s := Finset.sum_congr rfl fun r _ => Finset.sum_comm
        _ = _ := Finset.sum_comm
    have h2 : ∑ s, ∑ r, ∑ q, f q r s = -∑ q, ∑ r, ∑ s, f q r s := by
      simp only [← Finset.sum_neg_distrib]
      exact Finset.sum_congr rfl fun q _ => Finset.sum_congr rfl fun r _ =>
        Finset.sum_congr rfl fun s _ => hf q r s
    linarith
  simp only [meanField, Finset.mul_sum, vecMulVec_apply]
  refine Finset.sum_eq_zero fun p _ => ?_
  exact anti (fun q r s => v p * v q * (v r * v s * (g p q r s - g p s r q)))
    (fun q r s => by ring)

/-- Removing the occupied combination `C u` lowers the energy by exactly `uᵀ L u`. -/
theorem ion_energy (h : Matrix n n ℝ) {g : n → n → n → n → ℝ} (hg : EightfoldSymm g)
    (C : Matrix n k ℝ) (u : k → ℝ) :
    energy h g (ionDensity C u) = energy h g (C * Cᵀ) - u ⬝ᵥ occFock h g C *ᵥ u := by
  have hL : u ⬝ᵥ occFock h g C *ᵥ u
      = ∑ p, ∑ q, vecMulVec (C *ᵥ u) (C *ᵥ u) p q * fock h g (C * Cᵀ) p q := by
    rw [occFock, ← Matrix.mulVec_mulVec, ← Matrix.mulVec_mulVec,
      Matrix.dotProduct_mulVec u Cᵀ, Matrix.vecMul_transpose]
    generalize C *ᵥ u = v
    simp only [dotProduct, Matrix.mulVec, Finset.mul_sum, vecMulVec_apply]
    exact Finset.sum_congr rfl fun p _ => Finset.sum_congr rfl fun q _ => by ring
  rw [hL, ionDensity]
  generalize C * Cᵀ = D
  have h0 := self_interaction_zero g (C *ᵥ u)
  have h1 := interaction_symm hg D (vecMulVec (C *ᵥ u) (C *ᵥ u))
  generalize vecMulVec (C *ᵥ u) (C *ᵥ u) = P at h0 h1 ⊢
  have hsub (p q : n) : meanField g (D - P) p q = meanField g D p q - meanField g P p q := by
    simp only [meanField, Matrix.sub_apply, sub_mul, Finset.sum_sub_distrib]
  -- second-order expansion of the energy around `D`
  have hexp : energy h g (D - P) = energy h g D - ∑ p, ∑ q, P p q * fock h g D p q
      + 1 / 2 * (∑ p, ∑ q, P p q * meanField g D p q)
      - 1 / 2 * (∑ p, ∑ q, D p q * meanField g P p q)
      + 1 / 2 * (∑ p, ∑ q, P p q * meanField g P p q) := by
    simp only [energy, fock, hsub, Matrix.sub_apply, Matrix.add_apply, Finset.mul_sum,
      ← Finset.sum_add_distrib, ← Finset.sum_sub_distrib]
    exact Finset.sum_congr rfl fun p _ => Finset.sum_congr rfl fun q _ => by ring
  rw [hexp, h0, h1]
  ring

/-- The Fock matrix between occupied orbitals is symmetric. -/
theorem occFock_isHermitian {h : Matrix n n ℝ} (hh : h.IsSymm) {g : n → n → n → n → ℝ}
    (hg : EightfoldSymm g) (C : Matrix n k ℝ) : (occFock h g C).IsHermitian := by
  have hD : (C * Cᵀ)ᵀ = C * Cᵀ := by rw [transpose_mul, transpose_transpose]
  have hF : (fock h g (C * Cᵀ))ᵀ = fock h g (C * Cᵀ) := by
    generalize C * Cᵀ = D at hD
    ext p q
    have hG : meanField g D q p = meanField g D p q := by
      unfold meanField
      rw [Finset.sum_comm]
      refine Finset.sum_congr rfl fun s _ => Finset.sum_congr rfl fun r _ => ?_
      have e0 : D r s = D s r := congrFun (congrFun hD s) r
      have e1 := (hg.bra p q s r).trans (hg.ket q p s r)
      have e2 := (hg.swap p r s q).trans ((hg.bra s q p r).trans (hg.ket q s p r))
      rw [e0, e1, e2]
    have hhpq : h q p = h p q := congrFun (congrFun hh p) q
    simp only [transpose_apply, fock, Matrix.add_apply, hG, hhpq]
  unfold Matrix.IsHermitian
  rw [conjTranspose_eq_transpose_of_trivial, occFock, transpose_mul, transpose_mul,
    transpose_transpose, hF, Matrix.mul_assoc]

/-- Koopmans optimality: removing a normalised occupied combination costs at least minus the
largest eigenvalue `μ` of `L`, with equality exactly for the eigenvectors belonging to `μ`. -/
theorem koopmans_optimality {h : Matrix n n ℝ} (hh : h.IsSymm) {g : n → n → n → n → ℝ}
    (hg : EightfoldSymm g) (C : Matrix n k ℝ) {μ : ℝ}
    (hμ : IsGreatest (eigenvalueSet (occFock h g C)) μ) (u : k → ℝ) (hu : u ⬝ᵥ u = 1) :
    energy h g (C * Cᵀ) - μ ≤ energy h g (ionDensity C u) ∧
    (energy h g (ionDensity C u) = energy h g (C * Cᵀ) - μ ↔
      occFock h g C *ᵥ u = μ • u) := by
  classical
  rw [ion_energy h hg C u]
  have hL := occFock_isHermitian hh hg C
  generalize occFock h g C = L at hμ hL ⊢
  have hgap (x : k → ℝ) : (μ • (1 : Matrix k k ℝ) - L) *ᵥ x = μ • x - L *ᵥ x := by
    rw [Matrix.sub_mulVec, Matrix.smul_mulVec, Matrix.one_mulVec]
  have hM : (μ • (1 : Matrix k k ℝ) - L).IsHermitian := by
    unfold Matrix.IsHermitian
    rw [conjTranspose_sub, conjTranspose_smul, conjTranspose_one, hL.eq, star_trivial]
  -- every eigenvalue of `μ - L` is nonnegative because `μ` is the largest one of `L`
  have hP : (μ • (1 : Matrix k k ℝ) - L).PosSemidef := by
    rw [hM.posSemidef_iff_eigenvalues_nonneg]
    intro j
    have hw := hM.mulVec_eigenvectorBasis j
    rw [hgap] at hw
    have hne : (hM.eigenvectorBasis j).ofLp ≠ 0 := by
      intro h0
      apply hM.eigenvectorBasis.orthonormal.ne_zero j
      ext i
      exact congrFun h0 i
    have hle : μ - hM.eigenvalues j ≤ μ :=
      hμ.2 ⟨_, hne, by rw [sub_smul, ← hw, sub_sub_cancel]⟩
    show (0 : ℝ) ≤ hM.eigenvalues j
    linarith
  have hq : u ⬝ᵥ (μ • (1 : Matrix k k ℝ) - L) *ᵥ u = μ - u ⬝ᵥ L *ᵥ u := by
    rw [hgap, dotProduct_sub, dotProduct_smul, hu, smul_eq_mul, mul_one]
  have hnn := hP.dotProduct_mulVec_nonneg u
  have hz := hP.dotProduct_mulVec_zero_iff u
  rw [star_trivial, hq] at hnn hz
  rw [hgap] at hz
  refine ⟨by linarith, fun he => ?_, fun he => ?_⟩
  · exact (sub_eq_zero.mp (hz.mp (by linarith))).symm
  · have := hz.mpr (sub_eq_zero.mpr he.symm)
    linarith

/-- With at least one occupied orbital, `L` has a largest eigenvalue `μ`, and `E(D) - μ` is the
minimum of the frozen-orbital ion energy over all normalised occupied combinations. -/
theorem lowest_ion_energy [Nonempty k] {h : Matrix n n ℝ} (hh : h.IsSymm)
    {g : n → n → n → n → ℝ} (hg : EightfoldSymm g) (C : Matrix n k ℝ) :
    ∃ μ, IsGreatest (eigenvalueSet (occFock h g C)) μ ∧
      IsLeast {E | ∃ u : k → ℝ, u ⬝ᵥ u = 1 ∧ E = energy h g (ionDensity C u)}
        (energy h g (C * Cᵀ) - μ) := by
  classical
  have hL := occFock_isHermitian hh hg C
  have hfin : (eigenvalueSet (occFock h g C)).Finite := by
    refine (Module.End.finite_hasEigenvalue (Matrix.toLin' (occFock h g C))).subset ?_
    rintro ν ⟨w, hw0, hw⟩
    exact Module.End.hasEigenvalue_of_hasEigenvector
      ⟨Module.End.mem_eigenspace_iff.mpr (by rw [Matrix.toLin'_apply, hw]), hw0⟩
  have hnon : (eigenvalueSet (occFock h g C)).Nonempty := by
    obtain ⟨j⟩ := ‹Nonempty k›
    refine ⟨hL.eigenvalues j, (hL.eigenvectorBasis j).ofLp, fun h0 => ?_,
      hL.mulVec_eigenvectorBasis j⟩
    apply hL.eigenvectorBasis.orthonormal.ne_zero j
    ext i
    exact congrFun h0 i
  obtain ⟨μ, hmem, hmax⟩ := Set.exists_max_image _ id hfin hnon
  have hμ : IsGreatest (eigenvalueSet (occFock h g C)) μ := ⟨hmem, fun ν hν => hmax ν hν⟩
  refine ⟨μ, hμ, ?_, ?_⟩
  · -- normalise an eigenvector
    obtain ⟨w, hw0, hw⟩ := hmem
    have hnn : 0 ≤ w ⬝ᵥ w := Finset.sum_nonneg fun i _ => mul_self_nonneg (w i)
    have hne : w ⬝ᵥ w ≠ 0 := fun h0 => hw0 (dotProduct_self_eq_zero.mp h0)
    have hs : √(w ⬝ᵥ w) ≠ 0 := (Real.sqrt_pos.mpr (lt_of_le_of_ne hnn hne.symm)).ne'
    have hu : ((√(w ⬝ᵥ w))⁻¹ • w) ⬝ᵥ ((√(w ⬝ᵥ w))⁻¹ • w) = 1 := by
      rw [smul_dotProduct, dotProduct_smul, smul_eq_mul, smul_eq_mul]
      have h1 : (√(w ⬝ᵥ w))⁻¹ * ((√(w ⬝ᵥ w))⁻¹ * (√(w ⬝ᵥ w) * √(w ⬝ᵥ w))) = 1 := by
        rw [inv_mul_cancel_left₀ hs, inv_mul_cancel₀ hs]
      rwa [Real.mul_self_sqrt hnn] at h1
    refine ⟨_, hu, ((koopmans_optimality hh hg C hμ _ hu).2.mpr ?_).symm⟩
    rw [Matrix.mulVec_smul, hw, smul_comm]
  · rintro E ⟨u, hu, rfl⟩
    exact (koopmans_optimality hh hg C hμ u hu).1

/-- For orbitals orthonormal in the overlap `S` and a normalised `u`, the ion density is idempotent
in the metric `S` and contains one electron fewer than there are occupied orbitals. -/
theorem ionDensity_projector (S : Matrix n n ℝ) (C : Matrix n k ℝ) [DecidableEq k]
    (hC : Cᵀ * S * C = 1) (u : k → ℝ) (hu : u ⬝ᵥ u = 1) :
    ionDensity C u * S * ionDensity C u = ionDensity C u ∧
    (ionDensity C u * S).trace = (Fintype.card k : ℝ) - 1 := by
  have hD : ionDensity C u = C * (1 - vecMulVec u u) * Cᵀ := by
    rw [ionDensity, Matrix.mul_sub, Matrix.sub_mul, Matrix.mul_one, Matrix.mul_vecMulVec,
      Matrix.vecMulVec_mul, Matrix.vecMul_transpose]
  have hP : vecMulVec u u * vecMulVec u u = vecMulVec u u := by
    ext i j
    calc _ = u i * u j * (u ⬝ᵥ u) := by
          simp only [Matrix.mul_apply, vecMulVec_apply, dotProduct, Finset.mul_sum]
          exact Finset.sum_congr rfl fun l _ => by ring
      _ = _ := by rw [hu, mul_one, vecMulVec_apply]
  have hQ : (1 - vecMulVec u u) * (1 - vecMulVec u u) = 1 - vecMulVec u u := by
    rw [mul_sub, mul_one, sub_mul, one_mul, hP, sub_self, sub_zero]
  have htr : (vecMulVec u u).trace = 1 := hu
  rw [hD]
  constructor
  · calc _ = C * (1 - vecMulVec u u) * (Cᵀ * S * C) * (1 - vecMulVec u u) * Cᵀ := by
          simp only [Matrix.mul_assoc]
      _ = _ := by rw [hC, Matrix.mul_one, Matrix.mul_assoc C, hQ]
  · calc _ = (C * ((1 - vecMulVec u u) * (Cᵀ * S))).trace := by
          simp only [Matrix.mul_assoc]
      _ = ((1 - vecMulVec u u) * (Cᵀ * S * C)).trace := by
          rw [Matrix.trace_mul_comm, Matrix.mul_assoc]
      _ = _ := by rw [hC, Matrix.mul_one, Matrix.trace_sub, Matrix.trace_one, htr]

end

end KoopmansOptimality
```

```lean
#print axioms KoopmansOptimality.lowest_ion_energy
#print axioms KoopmansOptimality.ionDensity_projector
```

```
'KoopmansOptimality.lowest_ion_energy' depends on axioms: [propext, Classical.choice, Quot.sound]
'KoopmansOptimality.ionDensity_projector' depends on axioms: [propext, Classical.choice, Quot.sound]
```

## Exact for frozen orbitals, silent on relaxation

The type `n` labels spin-orbital basis functions and `k` labels occupied orbitals. `EightfoldSymm g` states the permutation symmetry of real integrals, with `g p q r s` standing for $(pq|rs)$, and `h.IsSymm` says that the one-electron matrix is symmetric. `meanField`, `fock` and `energy` are $G$, $F$ and $E$; `occFock` is $L$, and `ionDensity` is $D_u$. The hypothesis `IsGreatest (eigenvalueSet (occFock h g C)) μ` says that $\mu$ is an eigenvalue of $L$ and no eigenvalue exceeds it.

The proof follows the derivation:

- `interaction_symm` merges the cross terms by reordering the sums and applying `hg.swap`. `self_interaction_zero` uses the antisymmetry in $q$ and $s$.
- `ion_energy` combines them with the expansion `hexp`. This identity needs neither a symmetric $h$ nor a normalised $u$.
- `occFock_isHermitian` supplies the symmetry of $L$. In `koopmans_optimality`, `hP` shows that $\mu1-L$ is positive semidefinite, and `dotProduct_mulVec_zero_iff` settles the equality case.
- `lowest_ion_energy` finds $\mu$ in a finite nonempty set of eigenvalues and normalises an eigenvector. Its `IsLeast` says that $E(D)-\mu$ is a lower bound that is attained.

The energy theorems require neither SCF convergence nor orthonormal orbitals. Both matter for the interpretation: at convergence with orthonormal orbitals, the eigenvalues of $L$ are the canonical occupied orbital energies. `ionDensity_projector` adds the hypothesis $C^TSC=1$, where $S$ is the overlap matrix. It writes $D_u=C(1-uu^T)C^T$ and deduces $D_uSD_u=D_u$ and $\operatorname{tr}(D_uS)=N-1$, where $N$ is the number of occupied orbitals, so the ion density describes a determinant with one electron fewer.

The minimum runs only over ions made by removing one combination of the given occupied orbitals. Reoptimising the ion's orbitals can lower its energy further, and correlation changes both energies, so $-\mu$ is not a bound on a measured ionisation energy. The theorems concern real orbitals and exact arithmetic; complex orbitals and rounding errors are not treated.
